# The Pauli master equation and coherence decay from a Lindblad generator with a diagonal Hamiltonian and one jump operator per transition

## Levels, rates and the generator

Let a system have finitely many levels, labelled by $i, j$, with real energies $E_i$. The number $k_{ij}$ is the rate of the transition from level $j$ to level $i$: the destination comes first. Units have $\hbar = 1$. The matrix unit $E_{ij}$, with two indices, has a 1 in row $i$, column $j$ and zeros elsewhere. In the code, `n` is the type of levels and `ι` labels the jump operators.

```lean
import Mathlib

open Matrix

namespace PauliFromLindblad

noncomputable section

variable {n ι : Type*} [Fintype n] [DecidableEq n] [Fintype ι]
```

For a Hamiltonian $H$ and jump operators $L_a$, the Lindblad generator is

$$\mathcal{L}(\rho) = -i[H,\rho] + \sum_a \Big( L_a \rho L_a^\dagger - \tfrac12 \big( L_a^\dagger L_a \rho + \rho L_a^\dagger L_a \big) \Big).$$

It is defined for every complex square matrix $\rho$; Hermiticity, positivity and unit trace are not required.

```lean
/-- The Lindblad generator with Hamiltonian `H` and jump operators `L a`, in units with `ħ = 1`. -/
def lindblad (H : Matrix n n ℂ) (L : ι → Matrix n n ℂ) (ρ : Matrix n n ℂ) : Matrix n n ℂ :=
  -Complex.I • (H * ρ - ρ * H) +
    ∑ a, (L a * ρ * (L a)ᴴ - (1 / 2 : ℂ) • ((L a)ᴴ * L a * ρ + ρ * ((L a)ᴴ * L a)))
```

The Hamiltonian is diagonal in the level basis, $H = \mathrm{diag}(E_i)$. Degenerate levels are allowed.

```lean
/-- The Hamiltonian that is diagonal with level energies `E i`. -/
def hamiltonian (E : n → ℝ) : Matrix n n ℂ := diagonal fun i => (E i : ℂ)
```

Each ordered pair of different levels has its own jump operator, $L_{(i,j)} = \sqrt{k_{ij}}\,E_{ij}$. Here the index $a$ of the general generator is the pair $(i,j)$, and equal pairs give the zero operator, so the values $k_{ii}$ play no role and there is no pure dephasing.

```lean
/-- The jump operator `√(k i j) E_ij` for the transition from level `j` to a different level `i`;
equal pairs carry no jump. -/
def jump (k : n → n → ℝ) (p : n × n) : Matrix n n ℂ :=
  if p.1 = p.2 then 0 else Matrix.single p.1 p.2 ((√(k p.1 p.2) : ℝ) : ℂ)
```

The total exit rate of level $j$ is $\Gamma_j = \sum_{i \neq j} k_{ij}$.

```lean
/-- The total rate at which level `j` is left for other levels. -/
def exitRate (k : n → n → ℝ) (j : n) : ℝ := ∑ i with i ≠ j, k i j
```

A trajectory is a matrix function of time with $\dot\rho_{ij}(t) = \mathcal{L}(\rho(t))_{ij}$ for all real $t$ and all $i, j$. The theorems about trajectories assume that one is given.

```lean
/-- The matrix function `ρ` of time obeys the Lindblad master equation, entry by entry. -/
def IsTrajectory (H : Matrix n n ℂ) (L : ι → Matrix n n ℂ) (ρ : ℝ → Matrix n n ℂ) : Prop :=
  ∀ t i j, HasDerivAt (fun s => ρ s i j) (lindblad H L (ρ t) i j) t
```

The rates are inputs. They stand for transition probabilities per unit time caused by an environment without memory, and nothing here derives them from a microscopic coupling. The theorems assume $k_{ij} \ge 0$ for $i \neq j$, the hypothesis `hk`; Lean's real square root of a negative number is 0, so a negative rate would not be recovered by squaring.

## The gain term and the summed loss operator are diagonal

Both sums over jumps will be combinations of the diagonal units $E_{ii}$. For any coefficients $f_{ij}$,

$$\sum_{i,j} f_{ij} E_{ii} = \mathrm{diag}\Big(\sum_j f_{ij}\Big).$$

At position $(a,b)$ with $a = b$, only the terms with $i = a$ contribute; with $a \neq b$, none do. The proof makes the same case distinction.

```lean
/-- Matrix units on the diagonal add up to a diagonal matrix. -/
lemma sum_single_eq_diagonal (f : n → n → ℂ) :
    ∑ i, ∑ j, Matrix.single i i (f i j) = diagonal fun i => ∑ j, f i j := by
  ext a b
  simp only [Matrix.sum_apply, Matrix.single_apply, Matrix.diagonal_apply]
  by_cases hab : a = b
  · subst hab
    rw [Finset.sum_eq_single a]
    · simp
    · intro i _ hi
      simp [hi]
    · simp
  · rw [if_neg hab]
    refine Finset.sum_eq_zero fun i _ => Finset.sum_eq_zero fun j _ => ?_
    rw [if_neg (fun h => hab (h.1.symm.trans h.2))]
```

For one transition the gain term is

$$L_{(i,j)}\,\rho\,L_{(i,j)}^\dagger = k_{ij}\,E_{ij}\,\rho\,E_{ji} = k_{ij}\,\rho_{jj}\,E_{ii},$$

and summing over pairs gives $\mathrm{diag}\big(\sum_{j\neq i} k_{ij}\rho_{jj}\big)$. Coherences of $\rho$ do not enter.

```lean
/-- For nonnegative rates, the gain terms `L ρ L†` add up to a diagonal matrix that depends on
the populations of `ρ` only. -/
theorem sum_gain (k : n → n → ℝ) (hk : ∀ i j, i ≠ j → 0 ≤ k i j) (ρ : Matrix n n ℂ) :
    ∑ p, jump k p * ρ * (jump k p)ᴴ =
      diagonal fun i => ∑ j with j ≠ i, (k i j : ℂ) * ρ j j := by
  simp only [Finset.sum_filter]
  refine Eq.trans ?_
    (sum_single_eq_diagonal fun i j => if j ≠ i then (k i j : ℂ) * ρ j j else 0)
  rw [Fintype.sum_prod_type]
  refine Finset.sum_congr rfl fun i _ => Finset.sum_congr rfl fun j _ => ?_
  by_cases h : i = j
  · subst h
    simp [jump]
  · have hs : ((√(k i j) : ℝ) : ℂ) * ((√(k i j) : ℝ) : ℂ) = (k i j : ℂ) := by
      rw [← Complex.ofReal_mul, Real.mul_self_sqrt (hk i j h)]
    rw [show jump k (i, j) = Matrix.single i j ((√(k i j) : ℝ) : ℂ) from if_neg h,
      Matrix.conjTranspose_single, Matrix.single_mul_mul_single, if_pos (Ne.symm h),
      Complex.star_def, Complex.conj_ofReal]
    congr 1
    linear_combination ρ j j * hs
```

The proof turns on the Mathlib lemma `Matrix.single_mul_mul_single`. It says that a matrix $M$ placed between two matrix units collapses to a single entry:

$$(x E_{ab})\,M\,(y E_{cd}) = x\,M_{bc}\,y\,E_{ad}.$$

With $b = c = j$ the selected entry is the population $\rho_{jj}$, and with $a = d = i$ it lands on the diagonal. What remains is $\sqrt{k_{ij}}\sqrt{k_{ij}} = k_{ij}$, which is the fact `hs` and the place where nonnegativity is used. The same formula shows what one operator per transition achieves. If two transitions shared the operator $\sqrt{k}E_{ij} + \sqrt{k'}E_{i'j'}$, its gain term would contain $\sqrt{kk'}\,\rho_{jj'}E_{ii'}$, which can feed one coherence from another.

The loss operators are found in the same way:

$$L_{(i,j)}^\dagger L_{(i,j)} = k_{ij} E_{ji}E_{ij} = k_{ij}E_{jj}, \qquad \sum_{i\neq j} k_{ij}E_{jj} = \mathrm{diag}(\Gamma_j).$$

The sum now collects by the starting level $j$, so the proof exchanges the order of summation with `Finset.sum_comm`.

```lean
/-- For nonnegative rates, the operators `L† L` add up to the diagonal matrix of exit rates. -/
theorem sum_loss (k : n → n → ℝ) (hk : ∀ i j, i ≠ j → 0 ≤ k i j) :
    ∑ p, (jump k p)ᴴ * jump k p = diagonal fun j => (exitRate k j : ℂ) := by
  simp only [exitRate, Finset.sum_filter, Complex.ofReal_sum]
  refine Eq.trans ?_
    (sum_single_eq_diagonal fun j i => ((if i ≠ j then k i j else 0 : ℝ) : ℂ))
  rw [Fintype.sum_prod_type, Finset.sum_comm]
  refine Finset.sum_congr rfl fun j _ => Finset.sum_congr rfl fun i _ => ?_
  by_cases h : i = j
  · subst h
    simp [jump]
  · rw [show jump k (i, j) = Matrix.single i j ((√(k i j) : ℝ) : ℂ) from if_neg h,
      Matrix.conjTranspose_single, Matrix.single_mul_single_same, if_pos h,
      Complex.star_def, Complex.conj_ofReal, ← Complex.ofReal_mul,
      Real.mul_self_sqrt (hk i j h)]
```

Matrix multiplication is linear, so the sum over jumps can be taken inside the anticommutator. With $G = \mathrm{diag}(\Gamma_j)$,

$$\mathcal{L}(\rho) = -i[H,\rho] + \mathrm{diag}\Big(\sum_{j\neq i}k_{ij}\rho_{jj}\Big) - \tfrac12 (G\rho + \rho G).$$

```lean
/-- For nonnegative rates, the generator is `-i` times the commutator with the Hamiltonian, plus a
diagonal gain, minus half the anticommutator with the diagonal matrix of exit rates. -/
theorem lindblad_eq (E : n → ℝ) (k : n → n → ℝ) (hk : ∀ i j, i ≠ j → 0 ≤ k i j)
    (ρ : Matrix n n ℂ) :
    lindblad (hamiltonian E) (jump k) ρ =
      -Complex.I • (hamiltonian E * ρ - ρ * hamiltonian E) +
        (diagonal fun i => ∑ j with j ≠ i, (k i j : ℂ) * ρ j j) -
        (1 / 2 : ℂ) • ((diagonal fun j => (exitRate k j : ℂ)) * ρ +
          ρ * diagonal fun j => (exitRate k j : ℂ)) := by
  rw [← sum_gain k hk ρ, ← sum_loss k hk, lindblad, Finset.sum_sub_distrib,
    ← Finset.smul_sum, Finset.sum_add_distrib, Finset.sum_mul, Finset.mul_sum, add_sub_assoc]
```

## Populations and coherences, entry by entry

Because $H$ and $G$ are diagonal, $[H,\rho]_{ij} = (E_i - E_j)\rho_{ij}$ and $(G\rho + \rho G)_{ij} = (\Gamma_i+\Gamma_j)\rho_{ij}$. For $i = j$ the commutator vanishes and the loss is $\tfrac12 \cdot 2\Gamma_i\rho_{ii}$, hence

$$\mathcal{L}(\rho)_{ii} = \sum_{j\neq i} k_{ij}\rho_{jj} - \Gamma_i\rho_{ii}.$$

In the Lean statement the subtracted term stands outside the sum, as it does here.

```lean
/-- Pauli master equation: for nonnegative rates, the generator changes the population of level
`i` by the inflow from the other levels minus the outflow at the exit rate. -/
theorem pauli_master_equation (E : n → ℝ) (k : n → n → ℝ) (hk : ∀ i j, i ≠ j → 0 ≤ k i j)
    (ρ : Matrix n n ℂ) (i : n) :
    lindblad (hamiltonian E) (jump k) ρ i i =
      ∑ j with j ≠ i, (k i j : ℂ) * ρ j j - exitRate k i * ρ i i := by
  rw [lindblad_eq E k hk]
  simp only [hamiltonian, Matrix.add_apply, Matrix.sub_apply, Matrix.smul_apply, smul_eq_mul,
    Matrix.diagonal_mul, Matrix.mul_diagonal, Matrix.diagonal_apply_eq]
  ring
```

For $i \neq j$ the diagonal gain contributes nothing, and

$$\mathcal{L}(\rho)_{ij} = -\Big(i(E_i-E_j) + \tfrac12(\Gamma_i+\Gamma_j)\Big)\rho_{ij}.$$

The $i$ in front of the energy difference is the imaginary unit, `Complex.I` in the code. Both proofs read off the entries of `lindblad_eq` and finish with `ring`.

```lean
/-- For nonnegative rates, the generator multiplies the coherence between two different levels by
`-(i(E_i - E_j) + (Γ_i + Γ_j)/2)`, where `Γ` is the exit rate. -/
theorem coherence_equation (E : n → ℝ) (k : n → n → ℝ) (hk : ∀ i j, i ≠ j → 0 ≤ k i j)
    (ρ : Matrix n n ℂ) {i j : n} (hij : i ≠ j) :
    lindblad (hamiltonian E) (jump k) ρ i j =
      -(Complex.I * (E i - E j) + (exitRate k i + exitRate k j) / 2) * ρ i j := by
  rw [lindblad_eq E k hk]
  simp only [hamiltonian, Matrix.add_apply, Matrix.sub_apply, Matrix.smul_apply, smul_eq_mul,
    Matrix.diagonal_mul, Matrix.mul_diagonal, Matrix.diagonal_apply_ne _ hij]
  ring
```

## Coherences along a trajectory

Each coherence obeys a scalar equation $\dot f = cf$ with constant complex $c$. The integrating factor $e^{-ct}$ solves it:

$$\frac{d}{dt}\big(e^{-ct}f\big) = -c\,e^{-ct}f + e^{-ct}cf = 0.$$

So $e^{-ct}f(t) = f(0)$, and multiplication by $e^{ct}$ gives $f(t) = e^{ct}f(0)$. In Lean, `hg` is the vanishing derivative, `h3` the resulting constancy and `e` the identity $e^{ct}e^{-ct} = 1$.

```lean
/-- A complex amplitude with `f' = c f` at all times is `exp(c t)` times its initial value. -/
lemma eq_exp_mul (f : ℝ → ℂ) (c : ℂ) (hf : ∀ t, HasDerivAt f (c * f t) t) (t : ℝ) :
    f t = Complex.exp (c * t) * f 0 := by
  -- the integrating factor turns `f` into a constant
  have hg : ∀ s : ℝ, HasDerivAt (fun x : ℝ => Complex.exp (-c * x) * f x) 0 s := by
    intro s
    have h0 : HasDerivAt (fun x : ℝ => (x : ℂ)) 1 s :=
      (Complex.ofRealCLM.hasDerivAt (x := s)).congr_deriv (by simp)
    exact ((h0.const_mul (-c)).cexp.fun_mul (hf s)).congr_deriv (by ring)
  have h3 : Complex.exp (-c * t) * f t = f 0 := by
    simpa using is_const_of_deriv_eq_zero (fun s => (hg s).differentiableAt)
      (fun s => (hg s).deriv) t 0
  have e : Complex.exp (c * t) * Complex.exp (-c * t) = 1 := by
    rw [← Complex.exp_add]
    simp
  linear_combination Complex.exp (c * t) * h3 - f t * e
```

With $f = \rho_{ij}$ and $c$ taken from the coherence equation,

$$\rho_{ij}(t) = e^{-\left(i(E_i-E_j) + (\Gamma_i+\Gamma_j)/2\right)t}\,\rho_{ij}(0), \qquad i \neq j.$$

```lean
/-- Along a trajectory with nonnegative rates, the coherence between two different levels rotates
at the energy difference and is damped at the mean of the two exit rates. -/
theorem coherence_solution (E : n → ℝ) (k : n → n → ℝ) (hk : ∀ i j, i ≠ j → 0 ≤ k i j)
    (ρ : ℝ → Matrix n n ℂ) (hρ : IsTrajectory (hamiltonian E) (jump k) ρ)
    {i j : n} (hij : i ≠ j) (t : ℝ) :
    ρ t i j = Complex.exp
      (-(Complex.I * (E i - E j) + (exitRate k i + exitRate k j) / 2) * t) * ρ 0 i j :=
  eq_exp_mul (fun s => ρ s i j) _
    (fun s => (hρ s i j).congr_deriv (coherence_equation E k hk (ρ s) hij)) t
```

Since $|e^z| = e^{\mathrm{Re}\,z}$, the energy difference affects only the phase:

$$|\rho_{ij}(t)| = e^{-(\Gamma_i+\Gamma_j)t/2}\,|\rho_{ij}(0)|.$$

```lean
/-- Along a trajectory with nonnegative rates, the modulus of the coherence between two different
levels decays exponentially at the mean of their exit rates. -/
theorem norm_coherence (E : n → ℝ) (k : n → n → ℝ) (hk : ∀ i j, i ≠ j → 0 ≤ k i j)
    (ρ : ℝ → Matrix n n ℂ) (hρ : IsTrajectory (hamiltonian E) (jump k) ρ)
    {i j : n} (hij : i ≠ j) (t : ℝ) :
    ‖ρ t i j‖ = Real.exp (-((exitRate k i + exitRate k j) / 2) * t) * ‖ρ 0 i j‖ := by
  -- split the exponent into its real and imaginary parts
  have h : -(Complex.I * (E i - E j) + (exitRate k i + exitRate k j) / 2) * (t : ℂ) =
      ((-((exitRate k i + exitRate k j) / 2) * t : ℝ) : ℂ) +
        ((-(E i - E j) * t : ℝ) : ℂ) * Complex.I := by
    push_cast
    ring
  rw [coherence_solution E k hk ρ hρ hij t, norm_mul, Complex.norm_exp, h, Complex.add_re,
    Complex.ofReal_re, Complex.re_ofReal_mul, Complex.I_re, mul_zero, add_zero]
```

## Two levels and $T_2 = 2T_1$

Label the levels 0 and 1. Then $\Gamma_0 = k_{10}$ and $\Gamma_1 = k_{01}$. The net population flux from 0 to 1 is $J = k_{10}\rho_{00} - k_{01}\rho_{11}$, and the Pauli equation reads $\dot\rho_{00} = -J$, $\dot\rho_{11} = J$. Therefore

$$\dot J = -k_{10}J - k_{01}J = -(k_{10}+k_{01})J, \qquad J(t) = e^{-(k_{10}+k_{01})t}J(0).$$

Squaring the decay law for the coherence gives the same factor:

$$|\rho_{01}(t)|^2 = e^{-(k_{10}+k_{01})t}\,|\rho_{01}(0)|^2.$$

If $k_{10}+k_{01} > 0$, the flux relaxes with time constant $T_1 = 1/(k_{10}+k_{01})$ and the coherence itself with $T_2 = 2/(k_{10}+k_{01})$. Since $\rho_{00}+\rho_{11}$ is constant, the populations approach their stationary values with the same $T_1$. The theorem compares the exponential factors and so also includes the case in which both rates vanish. The relation belongs to this model without pure dephasing; an additional dephasing process would shorten $T_2$.

The first half of the proof applies `eq_exp_mul` to $J$; the second squares `norm_coherence`.

```lean
/-- Along a trajectory of two levels with nonnegative rates, the net population flux from level 0 to
level 1 and the squared modulus of the coherence are their initial values times the same factor
`exp(-(k 1 0 + k 0 1) t)`. -/
theorem two_level_relaxation (E : Fin 2 → ℝ) (k : Fin 2 → Fin 2 → ℝ)
    (hk : ∀ i j, i ≠ j → 0 ≤ k i j) (ρ : ℝ → Matrix (Fin 2) (Fin 2) ℂ)
    (hρ : IsTrajectory (hamiltonian E) (jump k) ρ) (t : ℝ) :
    k 1 0 * ρ t 0 0 - k 0 1 * ρ t 1 1 =
        Real.exp (-(k 1 0 + k 0 1) * t) * (k 1 0 * ρ 0 0 0 - k 0 1 * ρ 0 1 1) ∧
      ‖ρ t 0 1‖ ^ 2 = Real.exp (-(k 1 0 + k 0 1) * t) * ‖ρ 0 0 1‖ ^ 2 := by
  have e0 : exitRate k 0 = k 1 0 := by simp [exitRate, Finset.sum_filter, Fin.sum_univ_two]
  have e1 : exitRate k 1 = k 0 1 := by simp [exitRate, Finset.sum_filter, Fin.sum_univ_two]
  constructor
  · -- the flux obeys a closed linear equation
    have h := eq_exp_mul (fun s => (k 1 0 : ℂ) * ρ s 0 0 - (k 0 1 : ℂ) * ρ s 1 1)
      (-((k 1 0 : ℂ) + k 0 1)) (fun s => by
        refine (((hρ s 0 0).const_mul (k 1 0 : ℂ)).fun_sub
          ((hρ s 1 1).const_mul (k 0 1 : ℂ))).congr_deriv ?_
        rw [pauli_master_equation E k hk, pauli_master_equation E k hk, e0, e1]
        simp only [Finset.sum_filter, Fin.sum_univ_two, ne_eq, not_true_eq_false, if_false,
          zero_ne_one, one_ne_zero, not_false_eq_true, if_true]
        ring) t
    push_cast
    exact h
  · rw [norm_coherence E k hk ρ hρ (by decide : (0 : Fin 2) ≠ 1) t, e0, e1, mul_pow,
      ← Real.exp_nat_mul]
    congr 2
    push_cast
    ring

end

end PauliFromLindblad
```

```lean
#print axioms PauliFromLindblad.pauli_master_equation
-- 'PauliFromLindblad.pauli_master_equation' depends on axioms: [propext, Classical.choice, Quot.sound]
#print axioms PauliFromLindblad.two_level_relaxation
-- 'PauliFromLindblad.two_level_relaxation' depends on axioms: [propext, Classical.choice, Quot.sound]
```

## The split in a numerical propagation

For finitely many levels with a Hamiltonian diagonal in the level basis, constant rates and one jump operator $\sqrt{k_{ij}}\,E_{ij}$ per transition, a simulation of the open quantum system can treat populations and coherences separately. One builds a real matrix $K$ with off-diagonal entries $k_{ij}$ and diagonal entries $-\Gamma_j$, and propagates the vector of populations with $e^{Kt}$. Each coherence is multiplied by its own exponential factor. For $N$ levels this replaces a generator of size $N^2 \times N^2$ by a rate matrix of size $N \times N$ and a table of scalar factors.

With the destination as row index, every column of $K$ sums to zero, which conserves the total population. This does not show that the rates were entered in the right direction: if $k_{ij}$ and $k_{ji}$ are exchanged throughout and the $\Gamma_j$ are computed from the exchanged rates, the columns still sum to zero. For a general Lindblad solver that normalises the jump terms as in $\mathcal{L}$ above and takes a list of jump operators without separate rates, $\sqrt{k_{ij}}\,E_{ij}$ is a correct input; passing $k_{ij}E_{ij}$ would produce the rate $k_{ij}^2$. Comparing such a solver with the separated propagation tests its jump terms for this model and, if the initial state has a nonzero coherence between levels of different energy, also its phase convention.
